# Injected carrier flux in a uniform diode base of finite width with surface recombination

At low injection, without optical generation and with linear recombination, a one-dimensional steady-state device code can leave a uniform, field-free diode base out of its minority-carrier calculation and put a boundary condition for these carriers at the junction edge in its place. The condition sets the minority-carrier flux into the base equal to a velocity times the excess density at the edge. That velocity depends on the width of the base and on how strongly the far contact recombines carriers.

## The flux and its geometry factor

Let the base occupy $0\le x\le W$, with the junction edge at $x=0$ and the contact at $x=W$. The excess minority-carrier density $p$ has slope $q=p'$; here $q$ is not the elementary charge. Carriers diffuse with coefficient $D$ and recombine in the bulk with lifetime $\tau$, which gives the diffusion length $L=\sqrt{D\tau}$ and the equation $p''=p/L^2$. The junction fixes $p(0)=p_0$. At the contact, carriers are lost with surface recombination velocity $S$, so $-Dq(W)=S\,p(W)$.

For $D,L,W>0$ and $S\ge 0$, the injected flux is

$$-Dq(0)=\frac{Dp_0}{L}\,F(s,u),\qquad F(s,u)=\frac{s\cosh u+\sinh u}{s\sinh u+\cosh u},$$

with $s=SL/D$ and $u=W/L$. At fixed $u>0$, $F$ starts at $\tanh u$ for $s=0$ and increases strictly towards $\coth u$. At fixed $s\ge 0$ it tends to 1 as $u$ grows, with

$$|F(s,u)-1|\le 2|s-1|e^{-2u}.$$

## Eliminating or truncating the base in a simulation

The velocity in the replacement boundary condition is $(D/L)F$. The same formula gives a reference value for the junction flux of a drift-diffusion solver, provided that the run is one-dimensional, steady and without optical generation, and that the base is field-free, with uniform $D$ and $L$ and linear recombination.

The long-base bound tells a code when it may set $F=1$ and ignore the contact. At $u=3$ the error is at most about $0.005\,|s-1|$. For $s>1$ this bound grows with $s$, but the true error stays bounded: since $\tanh u\le F<\coth u$, it is less than $\coth u-1$ for every $s\ge0$, which is about $0.005$ at $u=3$. A sufficiently wide base therefore permits $F=1$ whatever the contact, and for a strongly recombining contact $\coth u-1$ is the better estimate. At $s=1$, that is $S=D/L$, the bound is zero and $F=1$ at every width.

## From two constant combinations to the flux

Differentiate two combinations of density and slope, using $p'=q$ and $q'=p/L^2$:

$$\frac{d}{dx}\left[(p+Lq)e^{-x/L}\right]=\left(q+\frac pL-\frac pL-q\right)e^{-x/L}=0,$$

$$\frac{d}{dx}\left[(p-Lq)e^{x/L}\right]=\left(q-\frac pL+\frac pL-q\right)e^{x/L}=0.$$

Both are constant across the base. The contact condition reads $Lq(W)=-s\,p(W)$, so comparing the end values gives

$$p_0+Lq(0)=(1-s)e^{-u}p(W),\qquad p_0-Lq(0)=(1+s)e^{u}p(W).$$

Half the sum and half the difference are

$$p_0=p(W)(s\sinh u+\cosh u),\qquad Lq(0)=-p(W)(s\cosh u+\sinh u).$$

The first bracket is positive, because $s\sinh u\ge0$ and $\cosh u>0$. Solving for $p(W)$ and inserting it in the second equation gives the flux.

A solution exists for all these parameters:

$$p(x)=p_0\,\frac{s\sinh((W-x)/L)+\cosh((W-x)/L)}{s\sinh u+\cosh u}.$$

Each derivative exchanges sinh and cosh and brings a factor $-1/L$, so two derivatives return $p/L^2$. At $x=0$ the fraction is 1. At $x=W$, writing $d=s\sinh u+\cosh u$, we have $p(W)=p_0/d$ and $q(W)=-p_0s/(Ld)$, hence $-Dq(W)=S\,p(W)$.

The properties of $F$ follow from $\cosh^2u-\sinh^2u=1$. For $0\le a<b$ and $u\ge0$,

$$F(b,u)-F(a,u)=\frac{b-a}{(a\sinh u+\cosh u)(b\sinh u+\cosh u)}>0.$$

For $u>0$, the distance to the upper limit is

$$\coth u-F(s,u)=\frac{1}{\sinh u\,(s\sinh u+\cosh u)},$$

which is positive and vanishes as $s\to\infty$. Finally,

$$F(s,u)-1=\frac{(s-1)(\cosh u-\sinh u)}{s\sinh u+\cosh u}=\frac{(s-1)e^{-u}}{s\sinh u+\cosh u}.$$

The denominator is at least $\cosh u\ge e^u/2$, which yields the long-base bound and the limit 1.

## The Lean file

```lean
import Mathlib

open Filter Topology

namespace FiniteBaseDiode

noncomputable section

/-- Steady diffusion and recombination of excess carriers in a base `[0, W]`, with density `p`,
slope `q`, diffusion length `L ≠ 0`, density `p₀` at the junction and surface recombination
velocity `S` at the far contact. -/
structure IsExcessProfile (D L W S p₀ : ℝ) (p q : ℝ → ℝ) : Prop where
  slope : ∀ x ∈ Set.Icc 0 W, HasDerivWithinAt p (q x) (Set.Icc 0 W) x
  diffusion : ∀ x ∈ Set.Icc 0 W, HasDerivWithinAt q (p x / L ^ 2) (Set.Icc 0 W) x
  injection : p 0 = p₀
  contact : -D * q W = S * p W

/-- The geometry factor of a base with reduced recombination velocity `s` and reduced width `u`,
for `s sinh u + cosh u ≠ 0`. -/
def contactFactor (s u : ℝ) : ℝ :=
  (s * Real.cosh u + Real.sinh u) / (s * Real.sinh u + Real.cosh u)

/-- The explicit carrier density in the base, for `D, L ≠ 0` and a nonzero denominator. -/
def excessProfile (D L W S p₀ x : ℝ) : ℝ :=
  p₀ * (S * L / D * Real.sinh ((W - x) / L) + Real.cosh ((W - x) / L)) /
    (S * L / D * Real.sinh (W / L) + Real.cosh (W / L))

/-- The explicit density gradient in the base, for `D, L ≠ 0` and a nonzero denominator. -/
def excessSlope (D L W S p₀ x : ℝ) : ℝ :=
  -(p₀ / L) * (S * L / D * Real.cosh ((W - x) / L) + Real.sinh ((W - x) / L)) /
    (S * L / D * Real.sinh (W / L) + Real.cosh (W / L))

/-- The denominator of the geometry factor is positive for `s ≥ 0` and `u ≥ 0`. -/
theorem den_pos {s u : ℝ} (hs : 0 ≤ s) (hu : 0 ≤ u) :
    0 < s * Real.sinh u + Real.cosh u :=
  add_pos_of_nonneg_of_pos (mul_nonneg hs (Real.sinh_nonneg_iff.2 hu)) (Real.cosh_pos u)

/-- If `p' = q` and `q' = p / a²` on `[0, W]` with `a ≠ 0` and `W ≥ 0`, then
`(p + a q) exp (-x / a)` has the same value at both ends of the base. -/
theorem mode_invariant {a W : ℝ} {p q : ℝ → ℝ} (ha : a ≠ 0) (hW : 0 ≤ W)
    (hp : ∀ x ∈ Set.Icc 0 W, HasDerivWithinAt p (q x) (Set.Icc 0 W) x)
    (hq : ∀ x ∈ Set.Icc 0 W, HasDerivWithinAt q (p x / a ^ 2) (Set.Icc 0 W) x) :
    (p W + a * q W) * Real.exp (-(W / a)) = p 0 + a * q 0 := by
  -- the derivative vanishes everywhere in the base
  have hd : ∀ x ∈ Set.Icc 0 W, HasDerivWithinAt
      (fun y => (p y + a * q y) * Real.exp (-(y / a))) 0 (Set.Icc 0 W) x := by
    intro x hx
    have he : HasDerivAt (fun y : ℝ => Real.exp (-(y / a)))
        (Real.exp (-(x / a)) * (-(1 / a))) x :=
      (((hasDerivAt_id' x).div_const a).fun_neg).exp
    have h1 : HasDerivWithinAt (fun y => (p y + a * q y) * Real.exp (-(y / a)))
        ((q x + a * (p x / a ^ 2)) * Real.exp (-(x / a)) +
          (p x + a * q x) * (Real.exp (-(x / a)) * (-(1 / a)))) (Set.Icc 0 W) x :=
      ((hp x hx).add ((hq x hx).const_mul a)).mul he.hasDerivWithinAt
    have h2 : a * (p x / a ^ 2) = p x * (1 / a) := by field_simp
    have h3 : a * (1 / a) = 1 := mul_one_div_cancel ha
    refine h1.congr_deriv ?_
    linear_combination Real.exp (-(x / a)) * h2 - q x * Real.exp (-(x / a)) * h3
  have h := Convex.norm_image_sub_le_of_norm_hasDerivWithin_le
    (f' := fun _ => (0 : ℝ)) (C := 0) hd (fun x _ => by simp) (convex_Icc (0 : ℝ) W)
    (Set.left_mem_Icc.2 hW) (Set.right_mem_Icc.2 hW)
  have h2 := sub_eq_zero.1 (norm_le_zero_iff.1 (h.trans_eq (zero_mul _)))
  simpa using h2

/-- For `D, L, W > 0` and `S ≥ 0`, the carrier flux injected at the junction is `D p₀ / L` times
the geometry factor at `s = S L / D` and `u = W / L`. -/
theorem injected_flux {D L W S p₀ : ℝ} {p q : ℝ → ℝ} (hD : 0 < D) (hL : 0 < L) (hW : 0 < W)
    (hS : 0 ≤ S) (h : IsExcessProfile D L W S p₀ p q) :
    -D * q 0 = D * p₀ / L * contactFactor (S * L / D) (W / L) := by
  have hA := mode_invariant hL.ne' hW.le h.slope h.diffusion
  have hB := mode_invariant (a := -L) (neg_ne_zero.2 hL.ne') hW.le h.slope
    (by simpa only [neg_sq] using h.diffusion)
  rw [div_neg, neg_neg] at hB
  rw [h.injection] at hA hB
  have hqW : q W = -(S * p W) / D := by
    rw [eq_div_iff hD.ne']
    linear_combination -h.contact
  have hc : L * q W = -(S * L / D) * p W := by
    rw [hqW]
    ring
  -- both junction values in terms of the density at the contact
  have h0 : p₀ = p W * (S * L / D * Real.sinh (W / L) + Real.cosh (W / L)) := by
    rw [Real.cosh_eq, Real.sinh_eq]
    linear_combination -(hA + hB) / 2 -
      ((Real.exp (W / L) - Real.exp (-(W / L))) / 2) * hc
  have h1 : L * q 0 = -p W * (S * L / D * Real.cosh (W / L) + Real.sinh (W / L)) := by
    rw [Real.cosh_eq, Real.sinh_eq]
    linear_combination (hB - hA) / 2 +
      ((Real.exp (W / L) + Real.exp (-(W / L))) / 2) * hc
  have hd : 0 < S * L / D * Real.sinh (W / L) + Real.cosh (W / L) :=
    den_pos (by positivity) (by positivity)
  have hpW := (eq_div_iff hd.ne').2 h0.symm
  have hq0 : q 0 = -p W * (S * L / D * Real.cosh (W / L) + Real.sinh (W / L)) / L := by
    rw [eq_div_iff hL.ne']
    linear_combination h1
  rw [hq0, hpW, contactFactor]
  ring

/-- For `D, L, W > 0` and `S ≥ 0`, the explicit density and gradient solve the diffusion problem
with both boundary conditions. -/
theorem isExcessProfile_witness {D L W S : ℝ} (p₀ : ℝ) (hD : 0 < D) (hL : 0 < L) (hW : 0 < W)
    (hS : 0 ≤ S) :
    IsExcessProfile D L W S p₀ (excessProfile D L W S p₀) (excessSlope D L W S p₀) := by
  have hv (x : ℝ) : HasDerivAt (fun y : ℝ => (W - y) / L) (-1 / L) x :=
    ((hasDerivAt_id' x).const_sub W).div_const L
  have hsh (x : ℝ) : HasDerivAt (fun y : ℝ => Real.sinh ((W - y) / L))
      (Real.cosh ((W - x) / L) * (-1 / L)) x := (hv x).sinh
  have hch (x : ℝ) : HasDerivAt (fun y : ℝ => Real.cosh ((W - y) / L))
      (Real.sinh ((W - x) / L) * (-1 / L)) x := (hv x).cosh
  refine ⟨fun x _ => ?_, fun x _ => ?_, ?_, ?_⟩
  · refine HasDerivAt.hasDerivWithinAt (HasDerivAt.congr_deriv
      (((((hsh x).const_mul (S * L / D)).fun_add (hch x)).const_mul p₀).div_const
        (S * L / D * Real.sinh (W / L) + Real.cosh (W / L))) ?_)
    simp only [excessSlope]
    ring
  · refine HasDerivAt.hasDerivWithinAt (HasDerivAt.congr_deriv
      (((((hch x).const_mul (S * L / D)).fun_add (hsh x)).const_mul (-(p₀ / L))).div_const
        (S * L / D * Real.sinh (W / L) + Real.cosh (W / L))) ?_)
    simp only [excessProfile]
    ring
  · simp only [excessProfile, sub_zero]
    exact mul_div_cancel_right₀ p₀ (den_pos (by positivity) (by positivity)).ne'
  · have hDL : D * (1 / L) * (S * L / D) = S := by field_simp
    simp only [excessProfile, excessSlope, sub_self, zero_div, Real.sinh_zero, Real.cosh_zero]
    generalize S * L / D * Real.sinh (W / L) + Real.cosh (W / L) = d
    linear_combination (p₀ / d) * hDL

/-- Without surface recombination the geometry factor is `tanh u`. -/
theorem contactFactor_zero (u : ℝ) : contactFactor 0 u = Real.tanh u := by
  simp [contactFactor, Real.tanh_eq_sinh_div_cosh]

/-- At fixed width `u ≥ 0` the geometry factor increases strictly with `s` on `s ≥ 0`. -/
theorem contactFactor_strictMonoOn {u : ℝ} (hu : 0 ≤ u) :
    StrictMonoOn (fun s => contactFactor s u) (Set.Ici 0) := by
  intro a ha b hb hab
  simp only [contactFactor]
  rw [div_lt_div_iff₀ (den_pos (Set.mem_Ici.1 ha) hu) (den_pos (Set.mem_Ici.1 hb) hu)]
  have h2 : (b - a) * (Real.cosh u ^ 2 - Real.sinh u ^ 2) = b - a := by
    rw [Real.cosh_sq u]
    ring
  nlinarith [h2, hab]

/-- For `s ≥ 0` and `u > 0` the geometry factor lies below `coth u` by exactly
`1 / (sinh u (s sinh u + cosh u))`. -/
theorem coth_sub_contactFactor {s u : ℝ} (hs : 0 ≤ s) (hu : 0 < u) :
    Real.cosh u / Real.sinh u - contactFactor s u =
      1 / (Real.sinh u * (s * Real.sinh u + Real.cosh u)) := by
  rw [contactFactor, div_sub_div _ _ (Real.sinh_pos_iff.2 hu).ne' (den_pos hs hu.le).ne']
  congr 1
  linear_combination Real.cosh_sq u

/-- At fixed width `u > 0` the geometry factor tends to `coth u` as `s` grows without bound. -/
theorem contactFactor_tendsto_coth {u : ℝ} (hu : 0 < u) :
    Tendsto (fun s => contactFactor s u) atTop (𝓝 (Real.cosh u / Real.sinh u)) := by
  have hp := Real.sinh_pos_iff.2 hu
  have hden : Tendsto (fun s : ℝ => Real.sinh u * (s * Real.sinh u + Real.cosh u))
      atTop atTop :=
    (tendsto_atTop_add_const_right _ _ (tendsto_id.atTop_mul_const hp)).const_mul_atTop hp
  have h := (tendsto_inv_atTop_zero.comp hden).const_sub (Real.cosh u / Real.sinh u)
  rw [sub_zero] at h
  refine h.congr' ?_
  filter_upwards [eventually_ge_atTop (0 : ℝ)] with s hs
  have hg := coth_sub_contactFactor hs hu
  rw [one_div] at hg
  simp only [Function.comp_apply]
  linarith

/-- For `s ≥ 0` and `u ≥ 0` the geometry factor differs from one by at most
`2 |s - 1| exp (-2u)`. -/
theorem long_base_error {s u : ℝ} (hs : 0 ≤ s) (hu : 0 ≤ u) :
    |contactFactor s u - 1| ≤ 2 * |s - 1| * Real.exp (-(2 * u)) := by
  have hd := den_pos hs hu
  have e : contactFactor s u - 1 =
      (s - 1) * Real.exp (-u) / (s * Real.sinh u + Real.cosh u) := by
    rw [contactFactor, div_sub_one hd.ne', ← Real.cosh_sub_sinh]
    congr 1
    ring
  rw [e, abs_div, abs_mul, abs_of_pos hd, abs_of_pos (Real.exp_pos _), div_le_iff₀ hd]
  -- the denominator is at least half of `exp u`
  have h1 : Real.exp u ≤ 2 * (s * Real.sinh u + Real.cosh u) := by
    have a1 := Real.cosh_eq u
    have a2 := Real.exp_pos (-u)
    have a3 := mul_nonneg hs (Real.sinh_nonneg_iff.2 hu)
    linarith
  have h2 : Real.exp (-u) = Real.exp (-(2 * u)) * Real.exp u := by
    rw [← Real.exp_add]
    congr 1
    ring
  have h3 := mul_le_mul_of_nonneg_left h1
    (mul_nonneg (abs_nonneg (s - 1)) (Real.exp_pos (-(2 * u))).le)
  rw [h2]
  linarith

/-- At fixed `s ≥ 0` the geometry factor tends to one as the base becomes long. -/
theorem contactFactor_tendsto_one {s : ℝ} (hs : 0 ≤ s) :
    Tendsto (fun u => contactFactor s u) atTop (𝓝 1) := by
  have h0 : Tendsto (fun u : ℝ => Real.exp (-(2 * u))) atTop (𝓝 0) :=
    Real.tendsto_exp_neg_atTop_nhds_zero.comp (tendsto_id.const_mul_atTop two_pos)
  have h1 := h0.const_mul (2 * |s - 1|)
  rw [mul_zero] at h1
  refine tendsto_sub_nhds_zero_iff.1 (squeeze_zero_norm' ?_ h1)
  filter_upwards [eventually_ge_atTop (0 : ℝ)] with u hu
  exact long_base_error hs hu

/-- For `D, L, W, p₀ > 0` and `S ≥ 0`, the injected flux is at least `(D p₀ / L) tanh (W / L)`
and strictly less than `(D p₀ / L) coth (W / L)`. -/
theorem injected_flux_bounds {D L W S p₀ : ℝ} {p q : ℝ → ℝ} (hD : 0 < D) (hL : 0 < L)
    (hW : 0 < W) (hS : 0 ≤ S) (hp₀ : 0 < p₀) (h : IsExcessProfile D L W S p₀ p q) :
    D * p₀ / L * Real.tanh (W / L) ≤ -D * q 0 ∧
      -D * q 0 < D * p₀ / L * (Real.cosh (W / L) / Real.sinh (W / L)) := by
  have hu : 0 < W / L := div_pos hW hL
  have hs : 0 ≤ S * L / D := by positivity
  have hk : 0 < D * p₀ / L := by positivity
  rw [injected_flux hD hL hW hS h, ← contactFactor_zero]
  constructor
  · have hm : contactFactor 0 (W / L) ≤ contactFactor (S * L / D) (W / L) :=
      (contactFactor_strictMonoOn hu.le).monotoneOn (Set.mem_Ici.2 le_rfl)
        (Set.mem_Ici.2 hs) hs
    exact mul_le_mul_of_nonneg_left hm hk.le
  · have hg := coth_sub_contactFactor hs hu
    have hpos := one_div_pos.2 (mul_pos (Real.sinh_pos_iff.2 hu) (den_pos hs hu.le))
    exact mul_lt_mul_of_pos_left (by linarith) hk

end

end FiniteBaseDiode
```

```lean
#print axioms FiniteBaseDiode.injected_flux
#print axioms FiniteBaseDiode.contactFactor_tendsto_coth
#print axioms FiniteBaseDiode.contactFactor_tendsto_one
#print axioms FiniteBaseDiode.injected_flux_bounds
```

```
'FiniteBaseDiode.injected_flux' depends on axioms: [propext, Classical.choice, Quot.sound]
'FiniteBaseDiode.contactFactor_tendsto_coth' depends on axioms: [propext, Classical.choice, Quot.sound]
'FiniteBaseDiode.contactFactor_tendsto_one' depends on axioms: [propext, Classical.choice, Quot.sound]
'FiniteBaseDiode.injected_flux_bounds' depends on axioms: [propext, Classical.choice, Quot.sound]
```

## Reading the statements

`IsExcessProfile D L W S p₀ p q` says that the real functions `p` and `q` satisfy the two first-order equations and the two boundary conditions. `HasDerivWithinAt` on `Set.Icc 0 W` is the derivative taken within the base, hence one-sided at its ends; values of the functions elsewhere play no part. The signs of `D`, `L`, `W` and `S` are hypotheses of the theorems and not fields of the structure.

`contactFactor s u` is $F(s,u)$. The theorem `injected_flux` gives the flux for every profile that satisfies the structure, with `p₀` of either sign or zero, so it also applies when reverse bias depletes the base edge. `isExcessProfile_witness` supplies the explicit solution.

In `injected_flux_bounds`, where `p₀` is positive, the flux is at least $(Dp_0/L)\tanh u$ and strictly below $(Dp_0/L)\coth u$. The two limits of the factor are taken with the other argument fixed: `contactFactor_tendsto_coth` corresponds to raising $S$ alone, and `contactFactor_tendsto_one` to widening the base alone. Changing $L$ at fixed $D$, $S$ and $W$ alters $u$ and, if $S>0$, also $s$.

## How the lemmas carry the calculation

`mode_invariant` treats both constant combinations at once, through a nonzero length `a`. Its product-rule calculation shows that the derivative is zero, and a mean-value inequality with bound zero on the convex interval equates the end values. `injected_flux` applies it with `a = L` and `a = -L`. The facts `h0` and `h1` are the half-sum and half-difference above, obtained by `linear_combination`, and `den_pos` permits the division.

For the explicit solution, the derivative rules for sinh and cosh verify the equations, and substitution verifies the end conditions. `contactFactor_strictMonoOn` compares two fractions by cross-multiplication; `nlinarith` finishes with the hyperbolic identity. `coth_sub_contactFactor` computes the gap to $\coth u$, from which the limit in `s` follows. `long_base_error` uses the exact expression for $F-1$ and the lower bound on the denominator, and a squeeze argument turns it into the limit in `u`. The flux bounds combine monotonicity with the positive gap.

## Where the guarantee ends

The step from these equations to a device is the identification of `p` with the excess minority-carrier density in a quasi-neutral base at low injection. The hypotheses do not justify that identification. The value $p_0$ is likewise given, whereas a device model would obtain it from the applied voltage through a junction law.

Drift, lateral diffusion, optical generation, time dependence, and position-dependent $D$ or $L$ are absent from the equations. The result is a particle flux; an electrical current density needs the carrier's charge as a further factor. An ideal contact with $p(W)=0$ is not an instance of the structure, since $S$ is a finite real number; $\coth u$ enters as the limit of the factor.

The theorems concern solutions of the differential equations. They give no bound on the discretisation or rounding error of a solver compared with them.
